# Two anticommuting operators that square to −1 split a complex vector space into two copies of one eigenspace

Half-turns of a spin-1/2 particle about two perpendicular axes square to −1 and anticommute, and the lemma says what any two linear operators `A` and `B` with these relations do to a complex vector space `V`. With W the eigenspace of `A` at i, there is a linear isomorphism from W × W to `V` under which `A` sends (x, y) to (ix, −iy) and `B` sends (x, y) to (y, −x). No inner product, normalisation or finite dimension is assumed, and `V` may be zero. The attempt defines `f (x, y) = x - B y`, proves it injective and surjective, makes it an equivalence with `LinearEquiv.ofBijective`, and then checks the two formulas by `simp only`.

This version doesn't compile in Lean 4 with Mathlib:

```lean
import Mathlib

open Complex QuaternionGroup

namespace C2vDoubleGroup

noncomputable section

/-- Two elements of a ring that square to `-1` and anticommute, like the quaternions `i` and `j`. -/
structure IsQuaternionPair {R : Type*} [Ring R] (A B : R) : Prop where
  sqA : A * A = -1
  sqB : B * B = -1
  anti : A * B = -(B * A)

section Operators

variable {V V' : Type*} [AddCommGroup V] [Module ℂ V] [AddCommGroup V'] [Module ℂ V']

/-- A space carrying a quaternion pair is two copies of the eigenspace of `A` at `i`;
`A` acts as `(i, -i)` on the two copies and `B` exchanges them with a sign. -/
theorem exists_splitting {A B : Module.End ℂ V} (h : IsQuaternionPair A B) :
    ∃ e : (Module.End.eigenspace A I × Module.End.eigenspace A I) ≃ₗ[ℂ] V,
      ∀ x y, A (e (x, y)) = e (I • x, -(I • y)) ∧ B (e (x, y)) = e (y, -x) := by
  have hA : ∀ v, A (A v) = -v := fun v => LinearMap.congr_fun h.sqA v
  have hB : ∀ v, B (B v) = -v := fun v => LinearMap.congr_fun h.sqB v
  have hAB : ∀ v, A (B v) = -B (A v) := fun v => LinearMap.congr_fun h.anti v
  have hI : ∀ u : V, I • I • u = -u := fun u => by
    rw [smul_smul, I_mul_I, neg_one_smul]
  have hW : ∀ x : Module.End.eigenspace A I, A (x : V) = I • (x : V) :=
    fun x => Module.End.mem_eigenspace_iff.mp x.2
  obtain ⟨f, hf⟩ : ∃ f : (Module.End.eigenspace A I × Module.End.eigenspace A I) →ₗ[ℂ] V,
      ∀ x y, f (x, y) = (x : V) - B (y : V) :=
    ⟨(Module.End.eigenspace A I).subtype ∘ₗ LinearMap.fst ℂ _ _ -
      B ∘ₗ (Module.End.eigenspace A I).subtype ∘ₗ LinearMap.snd ℂ _ _, fun _ _ => rfl⟩
  -- the eigenspaces at `i` and `-i` meet only in zero
  have inj : Function.Injective f := by
    rw [injective_iff_map_eq_zero]
    rintro ⟨x, y⟩ hxy
    rw [hf] at hxy
    have h1 : (x : V) = B (y : V) := sub_eq_zero.mp hxy
    have h2 : A (x : V) = -(I • (x : V)) := by
      rw [h1, hAB, hW y, map_smul]
    have h3 : (2 * I) • (x : V) = 0 := by
      rw [two_mul, add_smul]
      exact eq_neg_iff_add_eq_zero.mp ((hW x).symm.trans h2)
    have hx : (x : V) = 0 := (smul_eq_zero.mp h3).resolve_left (by simp)
    have hy := hB (y : V)
    rw [← h1, hx, map_zero] at hy
    exact Prod.ext (Subtype.ext hx) (Subtype.ext (neg_eq_zero.mp hy.symm))
  -- the projectors `(1 ∓ iA)/2` decompose every vector
  have surj : Function.Surjective f := by
    intro v
    have hx : (1 / 2 : ℂ) • (v - I • A v) ∈ Module.End.eigenspace A I := by
      rw [Module.End.mem_eigenspace_iff]
      simp only [map_smul, map_sub, hA]
      linear_combination (norm := module) (1 / 2 : ℂ) • hI (A v)
    have hy : (1 / 2 : ℂ) • (B v + I • B (A v)) ∈ Module.End.eigenspace A I := by
      rw [Module.End.mem_eigenspace_iff]
      simp only [map_smul, map_add, hAB, hA, map_neg, neg_neg]
      linear_combination (norm := module) (-1 / 2 : ℂ) • hI (B (A v))
    refine ⟨(⟨_, hx⟩, ⟨_, hy⟩), ?_⟩
    rw [hf]
    simp only [map_smul, map_add, hB]
    module
  refine ⟨LinearEquiv.ofBijective f ⟨inj, surj⟩, fun x y => ⟨?_, ?_⟩⟩
  · simp only [LinearEquiv.ofBijective_apply, hf, map_sub, hAB, hW, Submodule.coe_smul,
      Submodule.coe_neg, map_neg, map_smul]
  · simp only [LinearEquiv.ofBijective_apply, hf, map_sub, hB, Submodule.coe_neg, map_neg]
    abel

end Operators

end

end C2vDoubleGroup
```

Messages:

```
Main.lean:66:4: error: `simp` made no progress
Main.lean:68:4: error: `simp` made no progress
```

Cause. Both messages say that a `simp only` call changed nothing in its goal. The goals apply `LinearEquiv.ofBijective f ⟨inj, surj⟩` to pairs, and no other lemma in either list can act until that is replaced by `f`. So `LinearEquiv.ofBijective_apply`, which should have replaced it, did not fire. The messages don't say which part of its pattern failed to match.

The repair does without that lemma. The equivalence applied to a pair is by definition `f` applied to it, so the first `change` in each part can restate the goal with `f`, and `rw` can then use `hf` and the relations for `A` and `B`.

The second `change` in each part moves scalar multiples and minus signs out of the coercion from the eigenspace to `V`, the job meant for `Submodule.coe_smul` and `Submodule.coe_neg`. `map_neg` then takes the minus sign out of `B`. This closes the first goal, and `abel` closes the second, as it was meant to before.

The repair, with which the file compiles:

```diff
@@ -64,7 +64,12 @@
     module
   refine ⟨LinearEquiv.ofBijective f ⟨inj, surj⟩, fun x y => ⟨?_, ?_⟩⟩
-  · simp only [LinearEquiv.ofBijective_apply, hf, map_sub, hAB, hW, Submodule.coe_smul,
-      Submodule.coe_neg, map_neg, map_smul]
-  · simp only [LinearEquiv.ofBijective_apply, hf, map_sub, hB, Submodule.coe_neg, map_neg]
+  · change A (f (x, y)) = f (I • x, -(I • y))
+    rw [hf, hf, map_sub, hAB, hW, hW]
+    change I • (x : V) - -B (I • (y : V)) = I • (x : V) - B (-(I • (y : V)))
+    rw [map_neg]
+  · change B (f (x, y)) = f (y, -x)
+    rw [hf, hf, map_sub, hB]
+    change B (x : V) - -(y : V) = (y : V) - B (-(x : V))
+    rw [map_neg]
     abel
 
```
